# Adding a positive semidefinite collision term cannot raise the open-circuit thermal conductivity of a finite linearised Boltzmann model

A: Let $C_1$ be a real symmetric positive definite collision matrix, $b\neq 0$ the charge-current vector and $h$ any heat-current vector. Define

$$K(C)=h\cdot C^{-1}h-\frac{(h\cdot C^{-1}b)^2}{b\cdot C^{-1}b}.$$

If $C_2-C_1$ is positive semidefinite, then $K(C_2)\le K(C_1)$. With $b$ and $h$ held fixed, extra scattering never increases the open-circuit thermal conductivity.

```lean
import Mathlib

open Matrix

namespace CollisionMonotonicity

noncomputable section

variable {n : Type*} [Fintype n] [DecidableEq n]
```

Q: That is a statement about a formula. Why should I accept the formula as a thermal conductivity?

```lean
/-- The open-circuit thermal conductivity for collision matrix `C`, charge-current vector `b`
and heat-current vector `h`, in units where the prefactors are one. -/
def conductivity (C : Matrix n n ℝ) (b h : n → ℝ) : ℝ :=
  h ⬝ᵥ C⁻¹ *ᵥ h - (h ⬝ᵥ C⁻¹ *ᵥ b) ^ 2 / (b ⬝ᵥ C⁻¹ *ᵥ b)
```

A: Because it is the heat current of a state that you would recognise. A distribution is a vector $x$ with one real component for each element of the finite index type `n`, for instance each pair $\pm k$ of a discretised Brillouin zone if the distribution is odd in $k$. A thermal drive $h$ acts, and an electric field of strength $t$ builds up until no charge flows:

$$Cx=h-t\,b,\qquad b\cdot x=0.$$

The heat current is $h\cdot x$. These two equations are the fields `boltzmann` and `no_current` of the next definition. The sign convention is that the field contributes $-t\,b$ to the total drive, and all prefactors, including those with the temperature, are set to one.

```lean
/-- The distribution `x` and the field `t` solve the linearised Boltzmann equation with thermal
drive `h`, and `x` carries no charge current. -/
structure IsOpenCircuit (C : Matrix n n ℝ) (b h x : n → ℝ) (t : ℝ) : Prop where
  boltzmann : C *ᵥ x = h - t • b
  no_current : b ⬝ᵥ x = 0
```

Q: Then show me that the heat current equals $K(C)$.

A: Invert the first equation: $x=C^{-1}(h-t\,b)$. Zero charge current requires

$$0=b\cdot C^{-1}h-t\,b\cdot C^{-1}b,\qquad\text{so}\qquad t=\frac{b\cdot C^{-1}h}{b\cdot C^{-1}b}.$$

The denominator is positive because $C^{-1}$ is positive definite and $b\neq0$. Hence there is exactly one open-circuit solution. Its heat current is

$$h\cdot x=h\cdot C^{-1}h-t\,h\cdot C^{-1}b=K(C),$$

where the last step uses $h\cdot C^{-1}b=b\cdot C^{-1}h$, the reciprocity of the mixed response. The subtracted term is the thermoelectric correction due to the field.

In Lean, `form_symm` supplies the reciprocity and `charge_response_pos` the positive denominator. `IsOpenCircuit.state_eq` inverts the Boltzmann equation, and `isOpenCircuit_iff` gives existence, uniqueness and the value of $t$ in one equivalence.

```lean
omit [DecidableEq n] in
/-- A symmetric collision matrix gives a symmetric bilinear form. -/
theorem form_symm {C : Matrix n n ℝ} (hC : Cᵀ = C) (x y : n → ℝ) :
    x ⬝ᵥ C *ᵥ y = y ⬝ᵥ C *ᵥ x := by
  rw [Matrix.dotProduct_mulVec, ← Matrix.mulVec_transpose, hC, dotProduct_comm]

/-- The charge response `b · C⁻¹ b` is positive when `C` is positive definite and the charge-current
vector is nonzero. -/
theorem charge_response_pos {C : Matrix n n ℝ} (hC : C.PosDef) {b : n → ℝ} (hb : b ≠ 0) :
    0 < b ⬝ᵥ C⁻¹ *ᵥ b := by
  have h := hC.inv.dotProduct_mulVec_pos hb
  rwa [star_trivial] at h

/-- The open-circuit distribution is the inverse collision matrix applied to the total drive. -/
theorem IsOpenCircuit.state_eq {C : Matrix n n ℝ} (hC : C.PosDef) {b h x : n → ℝ} {t : ℝ}
    (s : IsOpenCircuit C b h x t) : x = C⁻¹ *ᵥ (h - t • b) := by
  have hdet : IsUnit C.det := hC.det_pos.ne'.isUnit
  rw [← s.boltzmann, Matrix.mulVec_mulVec, Matrix.nonsing_inv_mul _ hdet, Matrix.one_mulVec]

/-- For a positive definite collision matrix and a nonzero charge-current vector there is exactly
one open-circuit solution: the field is the ratio of the mixed response to the charge response, and
it fixes the distribution. -/
theorem isOpenCircuit_iff {C : Matrix n n ℝ} (hC : C.PosDef) {b : n → ℝ} (hb : b ≠ 0)
    (h x : n → ℝ) (t : ℝ) :
    IsOpenCircuit C b h x t ↔
      t = (b ⬝ᵥ C⁻¹ *ᵥ h) / (b ⬝ᵥ C⁻¹ *ᵥ b) ∧ x = C⁻¹ *ᵥ (h - t • b) := by
  have hdet : IsUnit C.det := hC.det_pos.ne'.isUnit
  have hpos := charge_response_pos hC hb
  -- the charge current of the distribution driven by `h - t b`
  have hcur : b ⬝ᵥ C⁻¹ *ᵥ (h - t • b) = b ⬝ᵥ C⁻¹ *ᵥ h - t * (b ⬝ᵥ C⁻¹ *ᵥ b) := by
    rw [Matrix.mulVec_sub, Matrix.mulVec_smul, dotProduct_sub, dotProduct_smul, smul_eq_mul]
  rw [eq_div_iff hpos.ne']
  constructor
  · intro s
    have hx := s.state_eq hC
    have h0 := s.no_current
    rw [hx, hcur] at h0
    exact ⟨by linarith, hx⟩
  · rintro ⟨ht, hx⟩
    refine ⟨?_, ?_⟩
    · rw [hx, Matrix.mulVec_mulVec, Matrix.mul_nonsing_inv _ hdet, Matrix.one_mulVec]
    · rw [hx, hcur]
      linarith
```

The identification with $K(C)$ is `IsOpenCircuit.heat_eq`. It treats $b=0$ separately: Lean sets $0/0=0$, so the formula reduces to $h\cdot C^{-1}h$, which is indeed the heat current when no charge current can flow.

```lean
/-- The heat current carried by an open-circuit distribution is the open-circuit thermal
conductivity. -/
theorem IsOpenCircuit.heat_eq {C : Matrix n n ℝ} (hC : C.PosDef) {b h x : n → ℝ} {t : ℝ}
    (s : IsOpenCircuit C b h x t) : h ⬝ᵥ x = conductivity C b h := by
  have hx := s.state_eq hC
  rcases eq_or_ne b 0 with hb | hb
  · rw [hx, hb]
    simp [conductivity]
  · have ht := ((isOpenCircuit_iff hC hb h x t).mp s).1
    -- reciprocity of the mixed response
    have hsym : h ⬝ᵥ C⁻¹ *ᵥ b = b ⬝ᵥ C⁻¹ *ᵥ h :=
      form_symm ((Matrix.conjTranspose_eq_transpose_of_trivial C⁻¹).symm.trans
        hC.inv.isHermitian.eq) h b
    rw [conductivity, hx, Matrix.mulVec_sub, Matrix.mulVec_smul, dotProduct_sub,
      dotProduct_smul, smul_eq_mul, hsym, ht]
    ring
```

Q: I still don't see the monotonicity. More scattering reduces $h\cdot C^{-1}h$, but it can reduce the subtracted term as well.

A: Comparing the terms separately does not settle it, so compare the two distributions. Let $(x_1,t_1)$ and $(x_2,t_2)$ be the open-circuit solutions for $C_1$ and $C_2$. Take the scalar product of a Boltzmann equation with any $y$ that carries no charge current:

$$y\cdot Cx=y\cdot h-t\,y\cdot b=h\cdot y.$$

The unknown field has disappeared. This is `IsOpenCircuit.test`.

```lean
omit [DecidableEq n] in
/-- Tested against any current-free distribution `y`, the collision term of an open-circuit
solution gives the heat current of `y`. -/
theorem IsOpenCircuit.test {C : Matrix n n ℝ} {b h x y : n → ℝ} {t : ℝ}
    (s : IsOpenCircuit C b h x t) (hy : b ⬝ᵥ y = 0) : y ⬝ᵥ C *ᵥ x = h ⬝ᵥ y := by
  rw [s.boltzmann, dotProduct_sub, dotProduct_smul, dotProduct_comm y b, hy, smul_zero,
    sub_zero, dotProduct_comm]
```

Three choices of $y$ and $C$ give

$$x_1\cdot C_1x_1=h\cdot x_1,\qquad x_2\cdot C_2x_2=h\cdot x_2,\qquad x_2\cdot C_1x_1=h\cdot x_2.$$

Now expand, using the symmetry of $C_1$:

$$\begin{aligned}
&x_2\cdot(C_2-C_1)x_2+(x_2-x_1)\cdot C_1(x_2-x_1)\\
&\quad=x_2\cdot C_2x_2-2\,x_2\cdot C_1x_1+x_1\cdot C_1x_1\\
&\quad=h\cdot x_2-2\,h\cdot x_2+h\cdot x_1\\
&\quad=h\cdot x_1-h\cdot x_2.
\end{aligned}$$

The loss of heat current is therefore the dissipation by the extra collisions plus the $C_1$-dissipation of the change in the distribution. In `heat_deficit`, the facts `e₁`, `e₂`, `e₃` are the three relations above and `e₄` is the symmetry; `simp only` expands the products and `linarith` combines them.

```lean
omit [DecidableEq n] in
/-- The difference of two open-circuit heat currents is the dissipation by the extra collisions
plus the `C₁`-dissipation of the change in the distribution. -/
theorem heat_deficit {C₁ C₂ : Matrix n n ℝ} (hC : C₁ᵀ = C₁) {b h x₁ x₂ : n → ℝ} {t₁ t₂ : ℝ}
    (s₁ : IsOpenCircuit C₁ b h x₁ t₁) (s₂ : IsOpenCircuit C₂ b h x₂ t₂) :
    h ⬝ᵥ x₁ - h ⬝ᵥ x₂ =
      x₂ ⬝ᵥ (C₂ - C₁) *ᵥ x₂ + (x₂ - x₁) ⬝ᵥ C₁ *ᵥ (x₂ - x₁) := by
  have e₁ := s₁.test s₁.no_current
  have e₂ := s₂.test s₂.no_current
  have e₃ := s₁.test s₂.no_current
  have e₄ := form_symm hC x₁ x₂
  simp only [Matrix.sub_mulVec, Matrix.mulVec_sub, dotProduct_sub, sub_dotProduct]
  linarith
```

Q: And both terms are nonnegative, the first because $C_2-C_1$ is positive semidefinite, the second because $C_1$ is positive definite. Does the theorem assume anything about $C_2$ itself?

A: Only through the difference. $C_2=C_1+(C_2-C_1)$ is a positive definite matrix plus a positive semidefinite one, hence positive definite, and the proof derives this as `hC₂`. It then takes the two open-circuit solutions from `isOpenCircuit_iff`, rewrites their heat currents as conductivities, and concludes from the two nonnegative terms `p` and `q`. The conclusion also states that both denominators in $K$ are positive, so the inequality compares genuine quotients.

```lean
/-- Collision monotonicity: if `C₁` is positive definite, `C₂ - C₁` is positive semidefinite and `b`
is nonzero, the open-circuit thermal conductivity for `C₂` is at most that for `C₁`, and both charge
responses that appear as denominators are positive. -/
theorem conductivity_antitone {C₁ C₂ : Matrix n n ℝ} (hC : C₁.PosDef)
    (hD : (C₂ - C₁).PosSemidef) {b : n → ℝ} (hb : b ≠ 0) (h : n → ℝ) :
    0 < b ⬝ᵥ C₁⁻¹ *ᵥ b ∧ 0 < b ⬝ᵥ C₂⁻¹ *ᵥ b ∧
      conductivity C₂ b h ≤ conductivity C₁ b h := by
  have hC₂ : C₂.PosDef := by simpa using hC.add_posSemidef hD
  refine ⟨charge_response_pos hC hb, charge_response_pos hC₂ hb, ?_⟩
  -- the two open-circuit solutions
  have s₁ := (isOpenCircuit_iff hC hb h _ _).mpr ⟨rfl, rfl⟩
  have s₂ := (isOpenCircuit_iff hC₂ hb h _ _).mpr ⟨rfl, rfl⟩
  have key := heat_deficit ((Matrix.conjTranspose_eq_transpose_of_trivial C₁).symm.trans
    hC.isHermitian.eq) s₁ s₂
  rw [s₁.heat_eq hC, s₂.heat_eq hC₂] at key
  -- both dissipation terms are nonnegative
  have p := hD.dotProduct_mulVec_nonneg (C₂⁻¹ *ᵥ
    (h - ((b ⬝ᵥ C₂⁻¹ *ᵥ h) / (b ⬝ᵥ C₂⁻¹ *ᵥ b)) • b))
  have q := hC.posSemidef.dotProduct_mulVec_nonneg
    (C₂⁻¹ *ᵥ (h - ((b ⬝ᵥ C₂⁻¹ *ᵥ h) / (b ⬝ᵥ C₂⁻¹ *ᵥ b)) • b) -
      C₁⁻¹ *ᵥ (h - ((b ⬝ᵥ C₁⁻¹ *ᵥ h) / (b ⬝ᵥ C₁⁻¹ *ᵥ b)) • b))
  rw [star_trivial] at p q
  linarith
```

Q: What physics have you put into the hypotheses?

A: `C₁.PosDef` includes symmetry, which stands for detailed balance in a suitably weighted basis. Its strict positivity says that every distribution in the space relaxes. A full collision operator has conserved modes, such as particle number, that do not; they must have been removed from the space beforehand. Restricting to distributions odd in $k$, for example, removes particle number. `(C₂ - C₁).PosSemidef` says that the added mechanism dissipates, or at least does not generate, in every distribution.

The same `b` and `h` appear for both matrices, so bands, temperature and chemical potential are unchanged. Impurities that also dope the sample, or screen the scattering already present, need not fit this description. The single vector $b$ means that only one component of the charge current is set to zero, with one field component to cancel it. The model therefore describes transport along a direction for which symmetry excludes transverse charge currents. Magnetic fields, phonon heat transport and infinite-dimensional collision operators are not covered either.

Within those limits, the result applies to the electronic thermal conductivity computed from a discretised linearised Boltzmann equation: if adding a dissipative channel at fixed drives raises it, the calculation contains an error.

Q: Give me numbers.

A: Take an odd distribution on two pairs $\pm k$, hence with two components, and let $b=(1,1)$, $h=(1,2)$, $C_1=\mathrm{diag}(1,1)$ and $C_2=\mathrm{diag}(1,2)$, so that the extra scattering makes the second component relax twice as fast. Then

$$K(C_1)=5-\frac{3^2}{2}=\frac12,\qquad K(C_2)=3-\frac{2^2}{3/2}=\frac13.$$

Your worry was justified: the subtracted term falls too, from $9/2$ to $8/3$. The distributions are $x_1=(-\tfrac12,\tfrac12)$ and $x_2=(-\tfrac13,\tfrac13)$. The extra collisions dissipate $\tfrac19$ and the change in the distribution contributes $\tfrac1{18}$, which add up to the difference $\tfrac16$.

Q: Suppose I only know that no entry of the collision matrix has decreased. Is that enough?

A: No. Keep $b$, $h$ and $C_1$, and take

$$C_2=\begin{pmatrix}1&\tfrac12\\ \tfrac12&1\end{pmatrix},\qquad C_2^{-1}=\begin{pmatrix}\tfrac43&-\tfrac23\\ -\tfrac23&\tfrac43\end{pmatrix}.$$

This matrix is positive definite and none of its entries is smaller than in $C_1$, but $C_2-C_1$ has eigenvalues $\pm\tfrac12$. Now

$$K(C_2)=4-\frac{2^2}{4/3}=1>\frac12=K(C_1).$$

The current-free direction $(1,-1)$ is the one in which the change weakens the relaxation.

Q: When does extra scattering leave the conductivity exactly as it was?

A: Precisely when the open-circuit distribution stays the same. If $x_2=x_1$, the heat currents agree. If $x_2\neq x_1$, the term $(x_2-x_1)\cdot C_1(x_2-x_1)$ is strictly positive, and the conductivity drops. `conductivity_eq_iff` follows this argument, with `by_contra` introducing the changed distribution and `q` its strict dissipation. When the distributions coincide and $b\neq0$, the fields agree too, although the Lean statement does not include this. Writing $x$ for the common distribution, the difference of the Boltzmann equations is $(C_2-C_1)x=(t_1-t_2)\,b$, so $x\cdot(C_2-C_1)x=0$. Since $C_2-C_1$ is positive semidefinite, this forces $(C_2-C_1)x=0$, and hence $t_1=t_2$.

```lean
/-- Extra scattering leaves the open-circuit thermal conductivity unchanged exactly when it
leaves the open-circuit distribution unchanged. -/
theorem conductivity_eq_iff {C₁ C₂ : Matrix n n ℝ} (hC : C₁.PosDef)
    (hD : (C₂ - C₁).PosSemidef) {b h x₁ x₂ : n → ℝ} {t₁ t₂ : ℝ}
    (s₁ : IsOpenCircuit C₁ b h x₁ t₁) (s₂ : IsOpenCircuit C₂ b h x₂ t₂) :
    conductivity C₂ b h = conductivity C₁ b h ↔ x₂ = x₁ := by
  have hC₂ : C₂.PosDef := by simpa using hC.add_posSemidef hD
  rw [← s₁.heat_eq hC, ← s₂.heat_eq hC₂]
  constructor
  · intro heq
    by_contra hne
    have key := heat_deficit ((Matrix.conjTranspose_eq_transpose_of_trivial C₁).symm.trans
      hC.isHermitian.eq) s₁ s₂
    have p := hD.dotProduct_mulVec_nonneg x₂
    -- a changed distribution would dissipate strictly
    have q := hC.dotProduct_mulVec_pos (sub_ne_zero.mpr hne)
    rw [star_trivial] at p q
    linarith
  · intro hx
    rw [hx]

end

end CollisionMonotonicity
```

```lean
#print axioms CollisionMonotonicity.conductivity_antitone
-- 'CollisionMonotonicity.conductivity_antitone' depends on axioms: [propext, Classical.choice, Quot.sound]
#print axioms CollisionMonotonicity.conductivity_eq_iff
-- 'CollisionMonotonicity.conductivity_eq_iff' depends on axioms: [propext, Classical.choice, Quot.sound]
```
